# A safe step length for energy descent along an anti-Hermitian generator with a bounded Hamiltonian

Methods based on the anti-Hermitian contracted Schrödinger equation lower the energy of a many-electron state by rotating it. Given a current state $\psi$ and an anti-Hermitian operator $A$, one moves to $e^{tA}\psi$ with a real step length $t>0$. If $A$ is chosen so that the energy initially falls, a short enough step lowers it, while a long one may overshoot the minimum along the path and end higher than it began. How short is short enough, if all we know is the initial slope and the sizes of the operators?

## The energy lies below a parabola

Let $H$ and $A$ be bounded operators on a complex Hilbert space, with $H^\dagger=H$ and $A^\dagger=-A$, and let $\|\psi\|=1$. Write $\psi_t=e^{tA}\psi$ and $f(t)=\langle\psi_t,H\psi_t\rangle$. Suppose $f'(0)=-r$ with $r>0$, and set $M=\|H\|\,\|A\|^2$, where the norms of operators are operator norms. The claim is that $M>0$ and

$$f(t)<f(0)\qquad\text{for all } 0<t<\frac{r}{2M}.$$

**Slope.** For any bounded $B$, let $f_B(t)=\mathrm{Re}\,\langle\psi_t,B\psi_t\rangle$, so that $f=f_H$. Since $\frac{d}{dt}\psi_t=A\psi_t$,

$$f_B'(t)=\mathrm{Re}\big(\langle\psi_t,BA\psi_t\rangle+\langle A\psi_t,B\psi_t\rangle\big)
=\mathrm{Re}\,\langle\psi_t,(BA-AB)\psi_t\rangle=f_{[B,A]}(t),$$

where $\langle A\psi_t,B\psi_t\rangle=-\langle\psi_t,AB\psi_t\rangle$ because $A^\dagger=-A$.

**Norm.** Taking $B=1$ gives $\frac{d}{dt}\|\psi_t\|^2=0$, so $\|\psi_t\|=1$ for all $t$. The Cauchy–Schwarz inequality then gives $|f_B(t)|\le\|B\|$.

**Curvature.** Applying the slope formula twice gives $f''(t)=f_{[[H,A],A]}(t)$. Since $\|[B,A]\|\le\|BA\|+\|AB\|\le2\|B\|\|A\|$,

$$f''(t)\le\|[[H,A],A]\|\le2\|[H,A]\|\,\|A\|\le4M.$$

**Parabola.** The function $4Mt-f'(t)$ has a non-negative derivative, so for $t\ge0$ it is at least its value $r$ at zero. Hence $f'(t)\le-r+4Mt$. The function $2Mt^2-rt-f(t)$ therefore has a non-negative derivative for $t\ge0$, and comparing its value at $t$ with that at zero gives

$$f(t)\le f(0)-rt+2Mt^2=f(0)-t\,(r-2Mt).$$

**Safe step.** At $t=0$ we have $r=|f_{[H,A]}(0)|\le2\|H\|\|A\|$. As $r>0$, neither norm vanishes, and $M>0$. For $0<t<r/(2M)$ both $t$ and $r-2Mt$ are positive, which proves the claim.

The parabola is lowest at $t=r/(4M)$. Inserting this value gives a guaranteed decrease of

$$\frac{r^2}{4M}-2M\frac{r^2}{16M^2}=\frac{r^2}{8M}.$$

**Energy zero.** Replacing $H$ by $H-c$ with real $c$ subtracts $c$ from $f$ at every $t$, because the norm is conserved. Slopes and energy differences are unchanged, but $\|H-c\|$ generally differs from $\|H\|$. The safe step may therefore be computed with $\|H-c\|$ for any convenient $c$.

For an electronic Hamiltonian in a finite orbital basis, this bounds a single step in which the exponential is applied exactly to a pure state. It says nothing about a step whose energy comes from approximately reconstructed reduced density matrices. The Hamiltonian in the full continuum space is unbounded and falls outside the assumptions.

## States and energies in Lean

The space `E` is a complex Hilbert space of any dimension. The type `E →L[ℂ] E` consists of its bounded linear operators, and the norm on this type is the operator norm.

```lean
import Mathlib

open ContinuousLinearMap

namespace AntiHermitianStepSize

noncomputable section

variable {E : Type*} [NormedAddCommGroup E] [InnerProductSpace ℂ E] [CompleteSpace E]
```

The trial state $\psi_t$ is `evolve A ψ t`. The step length is real and is cast to a complex number to multiply the operator.

```lean
/-- The trial state `exp(tA) ψ` reached from `ψ` after a step of length `t` along `A`. -/
def evolve (A : E →L[ℂ] E) (ψ : E) (t : ℝ) : E :=
  NormedSpace.exp ((t : ℂ) • A) ψ
```

The definition `energy H A ψ t` is $f_H(t)$, with the real part built in. It accepts any bounded operator in the place of `H`, so commutators can be inserted as well. Lean's inner product is conjugate-linear in its first argument, as in Dirac notation.

```lean
/-- The real part of the inner product `⟨φ, H φ⟩` for the trial vector `φ = exp(tA) ψ`. When `φ` has
norm one, this is the real part of the expectation value of `H`. -/
def energy (H A : E →L[ℂ] E) (ψ : E) (t : ℝ) : ℝ :=
  (inner ℂ (evolve A ψ t) (H (evolve A ψ t))).re
```

For Hermitian `H`, taking the real part discards nothing. The proof shows that the inner product equals its own complex conjugate, by moving `H` from one side of the inner product to the other.

```lean
/-- For Hermitian `H` the inner product `⟨φ, H φ⟩` with `φ = exp(tA) ψ` is real and equals
`energy H A ψ t`. -/
theorem energy_eq_expectation {H : E →L[ℂ] E} (hH : adjoint H = H) (A : E →L[ℂ] E)
    (ψ : E) (t : ℝ) :
    (energy H A ψ t : ℂ) = inner ℂ (evolve A ψ t) (H (evolve A ψ t)) := by
  unfold energy
  apply Complex.conj_eq_iff_re.mp
  rw [inner_conj_symm]
  have h := adjoint_inner_left H (evolve A ψ t) (evolve A ψ t)
  rwa [hH] at h
```

This is the only theorem that assumes `adjoint H = H`. The later ones that involve `H` hold for any bounded operator, through the real part in `energy`, and the physical claim is the Hermitian case.

## The commutator as slope

The next theorem is the formula $f_B'=f_{[B,A]}$, with `H` in the role of $B$. Anti-Hermiticity is the hypothesis `adjoint A = -A`.

```lean
/-- Along an anti-Hermitian generator `A`, the slope of the energy at every step length is the real
part of `⟨φ, [H, A] φ⟩`, where `φ = exp(tA) ψ` is the current vector. -/
theorem hasDerivAt_energy (H : E →L[ℂ] E) {A : E →L[ℂ] E} (hA : adjoint A = -A)
    (ψ : E) (t : ℝ) :
    HasDerivAt (energy H A ψ) (energy (H * A - A * H) A ψ t) t := by
  -- the trial state obeys `dψ/dt = A ψ`
  have hv : HasDerivAt (evolve A ψ) (A (evolve A ψ t)) t := by
    have h1 := (hasDerivAt_exp_smul_const' A (t : ℂ)).clm_apply
      (hasDerivAt_const (t : ℂ) ψ)
    have h2 := HasDerivAt.scomp t h1 Complex.ofRealCLM.hasDerivAt
    refine HasDerivAt.congr_deriv (f := evolve A ψ) h2 ?_
    simp [evolve]
  have hw : HasDerivAt (fun s => H (evolve A ψ s)) (H (A (evolve A ψ t))) t :=
    (H.restrictScalars ℝ).hasFDerivAt.comp_hasDerivAt t hv
  have h3 := Complex.reCLM.hasFDerivAt.comp_hasDerivAt t (HasDerivAt.inner ℂ hv hw)
  -- move `A` from the bra to the ket
  have h4 := adjoint_inner_left A (H (evolve A ψ t)) (evolve A ψ t)
  rw [hA, neg_apply, inner_neg_left] at h4
  refine HasDerivAt.congr_deriv h3 ?_
  change (inner ℂ (evolve A ψ t) (H (A (evolve A ψ t))) +
    inner ℂ (A (evolve A ψ t)) (H (evolve A ψ t))).re =
    (inner ℂ (evolve A ψ t) (H (A (evolve A ψ t)) - A (H (evolve A ψ t)))).re
  rw [inner_sub_right, ← h4, sub_neg_eq_add]
```

The step `hv` is the equation of motion $\frac{d}{dt}\psi_t=A\psi_t$. It is obtained by differentiating the exponential in a complex parameter and then restricting to real $t$. The product rule for the inner product gives `h3`, and `h4` moves $A$ from the bra to the ket with a change of sign.

## Norm conservation and operator bounds

Norm conservation follows by inserting the identity operator. Its commutator with $A$ vanishes, so its energy has zero derivative everywhere and is constant. The proof compares the values at `t` and at zero, where they are $\|\psi_t\|^2$ and $\|\psi\|^2$, and removes the squares.

```lean
/-- An anti-Hermitian generator conserves the norm of the state. -/
theorem norm_evolve {A : E →L[ℂ] E} (hA : adjoint A = -A) (ψ : E) (t : ℝ) :
    ‖evolve A ψ t‖ = ‖ψ‖ := by
  -- the identity commutes with `A`, so its `energy`, the squared norm, is constant
  have hd : ∀ s, HasDerivAt (energy 1 A ψ) 0 s := by
    intro s
    convert hasDerivAt_energy 1 hA ψ s using 1
    simp [energy]
  have hc := is_const_of_deriv_eq_zero (fun s => (hd s).differentiableAt)
    (fun s => (hd s).deriv) t 0
  have e : ∀ s, energy 1 A ψ s = ‖evolve A ψ s‖ ^ 2 := fun s =>
    inner_self_eq_norm_sq (𝕜 := ℂ) (evolve A ψ s)
  have h0 : evolve A ψ 0 = ψ := by simp [evolve]
  rw [e, e, h0] at hc
  exact (sq_eq_sq₀ (norm_nonneg _) (norm_nonneg _)).mp hc
```

For a unit vector, the bound $|f_B(t)|\le\|B\|$ combines three inequalities: a real part is at most the modulus, the modulus obeys Cauchy–Schwarz, and $\|B\psi_t\|\le\|B\|\|\psi_t\|$.

```lean
/-- For a unit vector `ψ` and anti-Hermitian `A`, the energy of `B` never exceeds the
operator norm of `B` in absolute value. -/
theorem abs_energy_le (B : E →L[ℂ] E) {A : E →L[ℂ] E} (hA : adjoint A = -A)
    {ψ : E} (hψ : ‖ψ‖ = 1) (t : ℝ) : |energy B A ψ t| ≤ ‖B‖ := by
  have hv : ‖evolve A ψ t‖ = 1 := (norm_evolve hA ψ t).trans hψ
  have h1 : |energy B A ψ t| ≤ ‖evolve A ψ t‖ * ‖B (evolve A ψ t)‖ :=
    (Complex.abs_re_le_norm _).trans (norm_inner_le_norm _ _)
  have h2 := B.le_opNorm (evolve A ψ t)
  rw [hv, mul_one] at h2
  rw [hv, one_mul] at h1
  exact h1.trans h2
```

The commutator bound is the triangle inequality together with the submultiplicativity of the operator norm.

```lean
/-- The operator norm of a commutator is at most twice the product of the norms. -/
theorem norm_commutator_le (B A : E →L[ℂ] E) : ‖B * A - A * B‖ ≤ 2 * ‖B‖ * ‖A‖ := by
  have h1 := norm_sub_le (B * A) (A * B)
  have h2 := norm_mul_le B A
  have h3 := norm_mul_le A B
  linarith [mul_comm ‖A‖ ‖B‖]
```

## Two monotone functions

The hypothesis `hr` says that the energy has derivative $-r$ at zero. The sign of `r` is left free here, and the parabola holds for every $t\ge0$.

```lean
/-- For a unit vector, anti-Hermitian `A` and initial slope `-r`, the energy after a forward step
`t ≥ 0` is at most its initial value plus `-r t + 2 ‖H‖ ‖A‖² t²`. -/
theorem energy_le_parabola (H : E →L[ℂ] E) {A : E →L[ℂ] E} (hA : adjoint A = -A)
    {ψ : E} (hψ : ‖ψ‖ = 1) {r : ℝ} (hr : HasDerivAt (energy H A ψ) (-r) 0)
    {t : ℝ} (ht : 0 ≤ t) :
    energy H A ψ t ≤ energy H A ψ 0 - r * t + 2 * (‖H‖ * ‖A‖ ^ 2) * t ^ 2 := by
  set M := ‖H‖ * ‖A‖ ^ 2 with hM
  set C := H * A - A * H with hC
  have hslope : -r = energy C A ψ 0 := hr.unique (hasDerivAt_energy H hA ψ 0)
  -- the second derivative is a double commutator, bounded by `4 M`
  have hcurv : ∀ s, energy (C * A - A * C) A ψ s ≤ 4 * M := by
    intro s
    have h1 := (le_abs_self _).trans (abs_energy_le (C * A - A * C) hA hψ s)
    have h2 := norm_commutator_le C A
    have h3 := mul_le_mul_of_nonneg_right (norm_commutator_le H A) (norm_nonneg A)
    rw [← hC] at h3
    nlinarith
  -- hence the slope grows at most linearly
  have hd1 : ∀ s, HasDerivAt (fun u => 4 * M * u - energy C A ψ u)
      (4 * M - energy (C * A - A * C) A ψ s) s := fun s => by
    simpa using ((hasDerivAt_id s).const_mul (4 * M)).fun_sub (hasDerivAt_energy C hA ψ s)
  have hmono : Monotone (fun u => 4 * M * u - energy C A ψ u) :=
    monotone_of_deriv_nonneg (fun s => (hd1 s).differentiableAt) fun s => by
      rw [(hd1 s).deriv]
      linarith [hcurv s]
  -- and the energy grows at most quadratically
  have hd2 : ∀ s, HasDerivAt (fun u => 2 * M * u ^ 2 - r * u - energy H A ψ u)
      (4 * M * s - r - energy C A ψ s) s := fun s => by
    have h := (((hasDerivAt_pow 2 s).const_mul (2 * M)).fun_sub
      ((hasDerivAt_id s).const_mul r)).fun_sub (hasDerivAt_energy H hA ψ s)
    refine HasDerivAt.congr_deriv h ?_
    norm_num
    ring
  have hmono2 : MonotoneOn (fun u => 2 * M * u ^ 2 - r * u - energy H A ψ u)
      (Set.Ici 0) := by
    apply monotoneOn_of_deriv_nonneg (convex_Ici 0)
    · exact fun s _ => (hd2 s).continuousAt.continuousWithinAt
    · exact fun s _ => (hd2 s).differentiableAt.differentiableWithinAt
    · intro s hs
      have hs0 : (0 : ℝ) ≤ s := interior_subset hs
      have h := hmono hs0
      simp only [mul_zero] at h
      rw [(hd2 s).deriv]
      linarith
  have h := hmono2 (Set.mem_Ici.mpr le_rfl) (Set.mem_Ici.mpr ht) ht
  norm_num at h
  linarith
```

Within the proof, `C` is $[H,A]$ and `M` is $\|H\|\|A\|^2$. The line `hslope` identifies $-r$ with $f_C(0)$ by the uniqueness of derivatives, and `hcurv` is the curvature bound. The statement `hmono` says that $4Mu-f_C(u)$ is monotone, which bounds the slope. This bound makes the derivative in `hd2` non-negative for $s\ge0$, so `hmono2` holds on the half-line `Set.Ici 0`. Evaluating it at $0$ and $t$ gives the parabola.

## The safe step and its guaranteed gain

The main theorem adds the assumption $r>0$, which says that $A$ is a descent direction at $\psi$. Its conclusion has two parts: the product $\|H\|\|A\|^2$ is positive, and every step in the open interval lowers the energy strictly. Because positivity is proved, $H\ne0$ need not be assumed, and the quotient in the step length is an ordinary one.

```lean
/-- Safe step length: for a unit vector, anti-Hermitian `A` and initial slope `-r < 0`, the
product `‖H‖ ‖A‖²` is positive and every step `0 < t < r / (2 ‖H‖ ‖A‖²)` lowers the energy. -/
theorem safe_step (H : E →L[ℂ] E) {A : E →L[ℂ] E} (hA : adjoint A = -A)
    {ψ : E} (hψ : ‖ψ‖ = 1) {r : ℝ} (hr0 : 0 < r)
    (hr : HasDerivAt (energy H A ψ) (-r) 0) :
    0 < ‖H‖ * ‖A‖ ^ 2 ∧
      ∀ t, 0 < t → t < r / (2 * (‖H‖ * ‖A‖ ^ 2)) → energy H A ψ t < energy H A ψ 0 := by
  have hM : 0 < ‖H‖ * ‖A‖ ^ 2 := by
    -- a nonzero slope needs a nonzero commutator
    have h1 := abs_energy_le (H * A - A * H) hA hψ 0
    rw [← hr.unique (hasDerivAt_energy H hA ψ 0), abs_neg, abs_of_pos hr0] at h1
    have h2 := norm_commutator_le H A
    have hH : ‖H‖ ≠ 0 := fun h => by
      rw [h] at h2
      linarith
    have hA' : ‖A‖ ≠ 0 := fun h => by
      rw [h] at h2
      linarith
    positivity
  refine ⟨hM, fun t ht htr => ?_⟩
  rw [lt_div_iff₀ (by positivity)] at htr
  have h := energy_le_parabola H hA hψ hr ht.le
  nlinarith [mul_pos ht (sub_pos.mpr htr)]
```

For positivity, `h1` states $r\le\|[H,A]\|$, and the commutator bound contradicts $r>0$ if either norm is zero. For the descent, `lt_div_iff₀` turns the condition on $t$ into $t\cdot2M<r$. The final `nlinarith` multiplies the positive difference by $t$ and compares the result with the parabola.

The limit is sufficient, and longer steps may also lower the energy. The next theorem evaluates the parabola at half the limit, where its minimum lies. The equation `e` in the proof is the algebra that reduces the gain to $r^2/(8M)$.

```lean
/-- For a unit vector, anti-Hermitian `A` and initial slope `-r < 0`, the step
`r / (4 ‖H‖ ‖A‖²)` lowers the energy by at least `r² / (8 ‖H‖ ‖A‖²)`. -/
theorem guaranteed_decrease (H : E →L[ℂ] E) {A : E →L[ℂ] E} (hA : adjoint A = -A)
    {ψ : E} (hψ : ‖ψ‖ = 1) {r : ℝ} (hr0 : 0 < r)
    (hr : HasDerivAt (energy H A ψ) (-r) 0) :
    energy H A ψ (r / (4 * (‖H‖ * ‖A‖ ^ 2))) ≤
      energy H A ψ 0 - r ^ 2 / (8 * (‖H‖ * ‖A‖ ^ 2)) := by
  have hM := (safe_step H hA hψ hr0 hr).1
  have h := energy_le_parabola H hA hψ hr
    (t := r / (4 * (‖H‖ * ‖A‖ ^ 2))) (by positivity)
  generalize ‖H‖ * ‖A‖ ^ 2 = M at hM h ⊢
  have e : r * (r / (4 * M)) - 2 * M * (r / (4 * M)) ^ 2 = r ^ 2 / (8 * M) := by
    have hM' := hM.ne'
    field_simp
    norm_num
  linarith
```

## Freedom in the energy zero

The operator $H-c$ is written `H - (c : ℂ) • (1 : E →L[ℂ] E)`, with `c` real. The slope hypothesis and the conclusion still refer to the energy of the original `H`. Only the norm that sets the step length changes.

```lean
/-- The safe step length with a shifted energy zero: for a unit vector, anti-Hermitian `A` and
initial slope `-r < 0`, `‖H‖` may be replaced by `‖H - c‖` for any real `c`. -/
theorem safe_step_shifted (H : E →L[ℂ] E) {A : E →L[ℂ] E} (hA : adjoint A = -A)
    {ψ : E} (hψ : ‖ψ‖ = 1) {r : ℝ} (hr0 : 0 < r)
    (hr : HasDerivAt (energy H A ψ) (-r) 0) (c : ℝ) :
    0 < ‖H - (c : ℂ) • (1 : E →L[ℂ] E)‖ * ‖A‖ ^ 2 ∧
      ∀ t, 0 < t → t < r / (2 * (‖H - (c : ℂ) • (1 : E →L[ℂ] E)‖ * ‖A‖ ^ 2)) →
        energy H A ψ t < energy H A ψ 0 := by
  -- the shift changes the energy by a constant, because the norm is conserved
  have e : energy (H - (c : ℂ) • (1 : E →L[ℂ] E)) A ψ = fun s => energy H A ψ s - c := by
    funext s
    have hv : ‖evolve A ψ s‖ = 1 := (norm_evolve hA ψ s).trans hψ
    change (inner ℂ (evolve A ψ s) (H (evolve A ψ s) - (c : ℂ) • evolve A ψ s)).re =
      (inner ℂ (evolve A ψ s) (H (evolve A ψ s))).re - c
    rw [inner_sub_right, inner_smul_right, inner_self_eq_norm_sq_to_K, hv]
    simp
  have h := safe_step (H - (c : ℂ) • (1 : E →L[ℂ] E)) hA hψ hr0
    (by rw [e]; exact hr.sub_const c)
  refine ⟨h.1, fun t ht htr => ?_⟩
  have h2 := h.2 t ht htr
  simp only [e] at h2
  linarith

end

end AntiHermitianStepSize
```

The equation `e` states that the shifted energy is the original one minus `c`, at every step length. It uses norm conservation and $\|\psi\|=1$. The slope is therefore the same, `safe_step` applies to the shifted operator, and the constant drops out when the two energies are compared.

```lean
#print axioms AntiHermitianStepSize.energy_eq_expectation
-- 'AntiHermitianStepSize.energy_eq_expectation' depends on axioms: [propext, Classical.choice, Quot.sound]
#print axioms AntiHermitianStepSize.guaranteed_decrease
-- 'AntiHermitianStepSize.guaranteed_decrease' depends on axioms: [propext, Classical.choice, Quot.sound]
#print axioms AntiHermitianStepSize.safe_step_shifted
-- 'AntiHermitianStepSize.safe_step_shifted' depends on axioms: [propext, Classical.choice, Quot.sound]
```
